# For distinct positive exponents, the normalised overlap of $x^i e^{-ax^2}$ and $x^i e^{-bx^2}$ falls geometrically with $i$

On the line, the normalised forms of $e^{-x^2}$ and $e^{-4x^2}$ have overlap $(4/5)^{1/2}\approx 0.894$; if both functions are multiplied by $x$ and normalised again, the overlap becomes $(4/5)^{3/2}\approx 0.716$. Each further factor of $x$ multiplies it by $4/5$ again, and the file below proves the corresponding law for every pair of positive exponents.

```lean
import Mathlib

open MeasureTheory Filter Topology

namespace GaussianDegreeOverlap

noncomputable section

/-- The primitive Gaussian function `x^i exp(-a x²)` on the line. -/
def gto (i : ℕ) (a x : ℝ) : ℝ := x ^ i * Real.exp (-a * x ^ 2)

/-- The overlap integral of two real functions on the line. -/
def overlap (f g : ℝ → ℝ) : ℝ := ∫ x, f x * g x

/-- The primitive Gaussian divided by the square root of its self-overlap. -/
def normGTO (i : ℕ) (a x : ℝ) : ℝ :=
  gto i a x / √(overlap (gto i a) (gto i a))

/-- The even Gaussian moment, the integral of `x^(2i) exp(-p x²)` over the line. -/
def evenMoment (i : ℕ) (p : ℝ) : ℝ := ∫ x, gto (2 * i) p x

/-- The ratio of the geometric to the arithmetic mean of two exponents. -/
def meanRatio (a b : ℝ) : ℝ := 2 * √(a * b) / (a + b)

/-- A primitive Gaussian with positive exponent is integrable over the line. -/
theorem integrable_gto (i : ℕ) {p : ℝ} (hp : 0 < p) : Integrable (gto i p) := by
  have hi : (0 : ℝ) ≤ (i : ℝ) := Nat.cast_nonneg i
  have h := integrable_rpow_mul_exp_neg_mul_sq hp (s := (i : ℝ)) (by linarith)
  simp only [Real.rpow_natCast] at h
  exact h

/-- Every even moment of a Gaussian with positive exponent is positive. -/
theorem evenMoment_pos (i : ℕ) {p : ℝ} (hp : 0 < p) : 0 < evenMoment i p := by
  have hc : Continuous (gto (2 * i) p) := by
    unfold gto
    fun_prop
  have hn : 0 ≤ gto (2 * i) p := by
    intro x
    change 0 ≤ x ^ (2 * i) * Real.exp (-p * x ^ 2)
    rw [pow_mul]
    positivity
  have h1 : gto (2 * i) p 1 ≠ 0 := by
    simp [gto, Real.exp_ne_zero]
  exact integral_pos_of_integrable_nonneg_nonzero hc (integrable_gto _ hp) hn h1

/-- The overlap of two primitives of equal degree is the even moment at the summed exponent. -/
theorem overlap_gto (i : ℕ) (a b : ℝ) :
    overlap (gto i a) (gto i b) = evenMoment i (a + b) := by
  unfold overlap evenMoment
  congr 1
  funext x
  have he : Real.exp (-(a + b) * x ^ 2)
      = Real.exp (-a * x ^ 2) * Real.exp (-b * x ^ 2) := by
    rw [← Real.exp_add]
    congr 1
    ring
  simp only [gto]
  rw [he]
  ring

/-- Scaling law: the even moment of degree `2i` varies with the exponent `p`
as `p^(-(i+1/2))`. -/
theorem evenMoment_scaling (i : ℕ) {p : ℝ} (hp : 0 < p) :
    evenMoment i p = evenMoment i 1 / p ^ ((i : ℝ) + 1 / 2) := by
  have hs : 0 < √p := Real.sqrt_pos.mpr hp
  have hsq : √p ^ 2 = p := Real.sq_sqrt hp.le
  -- substitute y = √p x in the integral with unit exponent
  have h := Measure.integral_comp_mul_left (gto (2 * i) 1) (√p)
  have hg : ∀ x, gto (2 * i) 1 (√p * x) = p ^ i * gto (2 * i) p x := by
    intro x
    simp only [gto]
    rw [mul_pow, mul_pow, pow_mul (√p), hsq,
      show -1 * (p * x ^ 2) = -p * x ^ 2 by ring]
    ring
  simp only [hg] at h
  rw [integral_const_mul, abs_of_pos (inv_pos.mpr hs), smul_eq_mul] at h
  change p ^ i * evenMoment i p = (√p)⁻¹ * evenMoment i 1 at h
  rw [Real.rpow_add hp, Real.rpow_natCast, ← Real.sqrt_eq_rpow,
    eq_div_iff (by positivity)]
  calc evenMoment i p * (p ^ i * √p) = (p ^ i * evenMoment i p) * √p := by ring
    _ = evenMoment i 1 * ((√p)⁻¹ * √p) := by rw [h]; ring
    _ = evenMoment i 1 := by rw [inv_mul_cancel₀ hs.ne', mul_one]

/-- The normalised overlap of `x^i exp(-a x²)` and `x^i exp(-b x²)` is
`(2√(ab)/(a+b))^(i+1/2)`. -/
theorem normalised_overlap (i : ℕ) {a b : ℝ} (ha : 0 < a) (hb : 0 < b) :
    overlap (normGTO i a) (normGTO i b) = meanRatio a b ^ ((i : ℝ) + 1 / 2) := by
  have h0 : overlap (normGTO i a) (normGTO i b) = overlap (gto i a) (gto i b) /
      (√(overlap (gto i a) (gto i a)) * √(overlap (gto i b) (gto i b))) := by
    simp only [overlap, normGTO, div_mul_div_comm]
    exact integral_div _ _
  have hC := evenMoment_pos i one_pos
  have hab : 0 < a + b := by positivity
  have hu : 0 < 2 * √(a * b) := by positivity
  have huu : (a + a) * (b + b) = (2 * √(a * b)) * (2 * √(a * b)) := by
    have := Real.mul_self_sqrt (mul_pos ha hb).le
    linear_combination -4 * this
  rw [h0, overlap_gto, overlap_gto, overlap_gto,
    ← Real.sqrt_mul (evenMoment_pos i (add_pos ha ha)).le,
    evenMoment_scaling i hab, evenMoment_scaling i (add_pos ha ha),
    evenMoment_scaling i (add_pos hb hb), div_mul_div_comm,
    ← Real.mul_rpow (add_pos ha ha).le (add_pos hb hb).le, huu,
    Real.mul_rpow hu.le hu.le, ← div_mul_div_comm,
    Real.sqrt_mul_self (by positivity), meanRatio, Real.div_rpow hu.le hab.le]
  -- the common moment at unit exponent cancels
  have h1 := Real.rpow_pos_of_pos hu ((i : ℝ) + 1 / 2)
  have h2 := Real.rpow_pos_of_pos hab ((i : ℝ) + 1 / 2)
  rw [div_div_div_eq, mul_comm ((a + b) ^ ((i : ℝ) + 1 / 2)),
    mul_div_mul_left _ _ hC.ne']

/-- Raising the common degree by one multiplies the normalised overlap by `2√(ab)/(a+b)`. -/
theorem overlap_succ (i : ℕ) {a b : ℝ} (ha : 0 < a) (hb : 0 < b) :
    overlap (normGTO (i + 1) a) (normGTO (i + 1) b)
      = meanRatio a b * overlap (normGTO i a) (normGTO i b) := by
  have hr : 0 < meanRatio a b := by unfold meanRatio; positivity
  rw [normalised_overlap _ ha hb, normalised_overlap _ ha hb,
    show ((i + 1 : ℕ) : ℝ) + 1 / 2 = 1 + ((i : ℝ) + 1 / 2) by push_cast; ring,
    Real.rpow_add hr, Real.rpow_one]

/-- For distinct positive exponents the ratio `2√(ab)/(a+b)` is less than one. -/
theorem meanRatio_lt_one {a b : ℝ} (ha : 0 < a) (hb : 0 < b) (hne : a ≠ b) :
    meanRatio a b < 1 := by
  unfold meanRatio
  rw [div_lt_one (add_pos ha hb)]
  have hsq := Real.sq_sqrt (mul_pos ha hb).le
  have hd : 0 < (a - b) ^ 2 := sq_pos_of_ne_zero (sub_ne_zero.mpr hne)
  by_contra hcon
  have hle := pow_le_pow_left₀ (add_pos ha hb).le (not_lt.mp hcon) 2
  nlinarith

/-- For every degree, a normalised Gaussian function has unit overlap with itself. -/
theorem overlap_self (i : ℕ) {a : ℝ} (ha : 0 < a) :
    overlap (normGTO i a) (normGTO i a) = 1 := by
  have h : meanRatio a a = 1 := by
    unfold meanRatio
    rw [Real.sqrt_mul_self ha.le, two_mul, div_self (add_pos ha ha).ne']
  rw [normalised_overlap i ha ha, h, Real.one_rpow]

/-- The normalised overlap decreases strictly with the degree exactly when
the exponents differ. -/
theorem overlap_strictAnti_iff {a b : ℝ} (ha : 0 < a) (hb : 0 < b) :
    StrictAnti (fun i : ℕ => overlap (normGTO i a) (normGTO i b)) ↔ a ≠ b := by
  constructor
  · rintro h rfl
    have h01 := h Nat.zero_lt_one
    simp only [overlap_self _ ha] at h01
    exact lt_irrefl _ h01
  · intro hne
    refine strictAnti_nat_of_succ_lt fun i => ?_
    have hr : 0 < meanRatio a b := by unfold meanRatio; positivity
    have hS : 0 < overlap (normGTO i a) (normGTO i b) := by
      rw [normalised_overlap i ha hb]
      exact Real.rpow_pos_of_pos hr _
    rw [overlap_succ i ha hb]
    exact mul_lt_of_lt_one_left hS (meanRatio_lt_one ha hb hne)

/-- The normalised overlap tends to zero with growing degree exactly when
the exponents differ. -/
theorem overlap_tendsto_zero_iff {a b : ℝ} (ha : 0 < a) (hb : 0 < b) :
    Tendsto (fun i : ℕ => overlap (normGTO i a) (normGTO i b)) atTop (𝓝 0) ↔ a ≠ b := by
  constructor
  · rintro h rfl
    simp only [overlap_self _ ha] at h
    exact one_ne_zero (tendsto_nhds_unique tendsto_const_nhds h)
  · intro hne
    have hr : 0 < meanRatio a b := by unfold meanRatio; positivity
    -- the overlaps form a geometric sequence
    have h := (tendsto_pow_atTop_nhds_zero_of_lt_one hr.le
      (meanRatio_lt_one ha hb hne)).mul_const (meanRatio a b ^ (1 / 2 : ℝ))
    rw [zero_mul] at h
    refine h.congr fun i => ?_
    rw [normalised_overlap i ha hb, Real.rpow_add hr, Real.rpow_natCast]

end

end GaussianDegreeOverlap
```

```lean
#print axioms GaussianDegreeOverlap.normalised_overlap
#print axioms GaussianDegreeOverlap.overlap_strictAnti_iff
#print axioms GaussianDegreeOverlap.overlap_tendsto_zero_iff
```

```
'GaussianDegreeOverlap.normalised_overlap' depends on axioms: [propext, Classical.choice, Quot.sound]
'GaussianDegreeOverlap.overlap_strictAnti_iff' depends on axioms: [propext, Classical.choice, Quot.sound]
'GaussianDegreeOverlap.overlap_tendsto_zero_iff' depends on axioms: [propext, Classical.choice, Quot.sound]
```

## The overlap as a power of a ratio of means

Let $a,b>0$ be the exponents and let $i=0,1,2,\dots$ be the common degree. Write $S_i$ for the overlap of the two normalised functions, and set

$$r=\frac{2\sqrt{ab}}{a+b},$$

the geometric mean of the exponents divided by their arithmetic mean. The theorem `normalised_overlap` says that

$$S_i=r^{\,i+1/2}.$$

For the exponents $1$ and $4$ the ratio is $r=4/5$, which gives the numbers above.

Two further theorems describe $S_i$ as a sequence in $i$. By `overlap_strictAnti_iff`, it is strictly decreasing exactly when $a\neq b$. By `overlap_tendsto_zero_iff`, it tends to zero exactly when $a\neq b$. For equal exponents the two functions coincide and every overlap is $1$, which is `overlap_self`.

The Lean definitions correspond to the physical quantities as follows.

- `gto i a` is the unnormalised primitive $x^i e^{-ax^2}$, with real $x$ and a natural number `i`.
- `overlap f g` is $\int f(x)g(x)\,dx$ over the whole line. The functions are real, so there is no complex conjugation.
- `normGTO i a` is the primitive divided by the square root of its self-overlap, so its square integrates to one.
- `evenMoment i p` is $\int x^{2i}e^{-px^2}\,dx$. Its index `i` is half the power of $x$.
- `meanRatio a b` is $r$.

The hypotheses `0 < a` and `0 < b` make the functions square-integrable. Lean assigns the value zero to the integral of a non-integrable function, so the file proves that the integrands of the moments are integrable and that the moments are positive before it uses them as squared norms.

## Two functions on one centre

The functions model the $x$-factors of two Cartesian Gaussian basis functions that sit on the same centre and carry the same power of $x$. Displaced centres and unequal powers are not treated, and the setting is one-dimensional throughout.

A picture of the decay comes from the shape of the functions. For $i\ge 1$ the magnitude of $x^ie^{-ax^2}$ peaks at $|x|=\sqrt{i/(2a)}$, while the curvature of its logarithm at the peak is $-4a$, whatever the degree. As $i$ grows, the peaks for two different exponents therefore move apart while their widths stay about the same. This picture is a heuristic, and the proof makes no use of it.

In electronic structure calculations, an overlap close to one between two normalised basis functions signals near linear dependence; for this one-dimensional, same-centre pair, the formula gives that overlap directly from the exponents and the degree.

## The calculation by hand

Write $M_i(p)=\int_{-\infty}^{\infty}x^{2i}e^{-px^2}\,dx$ for $p>0$. The product of the two primitives is

$$x^ie^{-ax^2}\cdot x^ie^{-bx^2}=x^{2i}e^{-(a+b)x^2},$$

so their unnormalised overlap is $M_i(a+b)$. Setting the exponents equal gives the self-overlaps $M_i(2a)$ and $M_i(2b)$. Hence

$$S_i=\frac{M_i(a+b)}{\sqrt{M_i(2a)\,M_i(2b)}}.$$

The dependence of $M_i$ on $p$ follows from the substitution $y=\sqrt p\,x$. Then $x^{2i}=y^{2i}/p^i$ and $dx=dy/\sqrt p$, so

$$M_i(p)=\frac{M_i(1)}{p^{\,i+1/2}}.$$

The constant $M_i(1)$ is positive, because its integrand is non-negative, continuous and not identically zero. It appears once in the numerator of $S_i$ and once in the denominator, after the square root, so it cancels and need not be evaluated:

$$S_i=\frac{\big(\sqrt{(2a)(2b)}\,\big)^{i+1/2}}{(a+b)^{i+1/2}}
=\left(\frac{2\sqrt{ab}}{a+b}\right)^{i+1/2}=r^{\,i+1/2}.$$

Raising the degree by one adds one to the power, so $S_{i+1}=r\,S_i$. It remains to compare $r$ with one. Since

$$(a+b)^2-4ab=(a-b)^2,$$

distinct exponents give $2\sqrt{ab}<a+b$, and so $0<r<1$. Each $S_i$ is positive, hence $S_{i+1}<S_i$. Writing $S_i=r^i\sqrt r$ shows a geometric sequence with limit zero. If $a=b$, then $r=1$ and $S_i=1$ for all $i$, so the sequence neither decreases strictly nor tends to zero.

## How the Lean proof follows the calculation

**Moments.** `integrable_gto` takes integrability from Mathlib's result for real powers times a Gaussian and converts the real power to a natural one. `evenMoment_pos` then supplies the three facts used by hand: the integrand is continuous, it is non-negative, and it is non-zero at $x=1$.

**Product and scaling.** `overlap_gto` adds the exponents under the integral sign. In `evenMoment_scaling`, the Mathlib lemma `Measure.integral_comp_mul_left` performs the change of variable. The intermediate statement `hg` is the pointwise identity

$$(\sqrt p\,x)^{2i}e^{-(\sqrt p\,x)^2}=p^i\,x^{2i}e^{-px^2}.$$

Integrating it gives $p^iM_i(p)=M_i(1)/\sqrt p$, and the closing `calc` block solves this for $M_i(p)$.

**The closed form.** In `normalised_overlap`, the step `h0` moves the two normalisation constants outside the integral. The rewrites then replace the three overlaps by moments and apply the scaling law to each. The identity `huu` states $(2a)(2b)=(2\sqrt{ab})^2$, which turns the expression under the square root into a perfect square. The last rewrite cancels $M_i(1)$, using its positivity from `hC`.

**The step in degree.** `overlap_succ` applies the closed form at $i+1$ and at $i$ and splits off one factor of $r$. `meanRatio_lt_one` argues by contradiction: if $a+b\le 2\sqrt{ab}$, squaring gives $(a+b)^2\le 4ab$, which `nlinarith` refutes with $(a-b)^2>0$.

**The two equivalences.** For $a\neq b$, strict decrease needs only a comparison of neighbouring degrees, by `strictAnti_nat_of_succ_lt`, and that comparison is $rS_i<S_i$. The limit comes from $r^i\to0$ multiplied by the constant $r^{1/2}$. In the converse directions the exponents are taken equal and `overlap_self` makes the sequence constant. Strict decrease from degree $0$ to degree $1$ would then say $1<1$, and a limit of zero would contradict the uniqueness of limits, since the constant sequence tends to $1$.
